# At finite positive temperature, independent fermionic quasiparticles of positive energy have a larger partition function in the even-parity sector than in the odd

`Zodd_lt_Zeven` concerns a finite set of independent modes, each either empty or holding one quasiparticle, with fixed energies `E k` that are the same in both parity sectors. A configuration is the set `S` of occupied modes, and its Boltzmann weight is the exponential of −β times the sum of the energies in `S`. The theorem says that if β and every `E k` are positive, the sum of these weights over configurations with an odd number of quasiparticles is strictly less than the sum over those with an even number. The attempt uses `Zeven_sub_Zodd` to write the even sum minus the odd sum as the product over modes of 1 − exp(−β `E k`), then sets out to show that every factor is positive.

An attempt in Lean 4 with a fault in it:

```lean
import Mathlib

open Filter Topology

namespace ParityProjectedBCS

noncomputable section

variable {ι : Type*} [Fintype ι]

/-- Boltzmann weight of the configuration in which exactly the modes in `S` hold a
quasiparticle. -/
def boltzmann (β : ℝ) (E : ι → ℝ) (S : Finset ι) : ℝ :=
  Real.exp (-β * ∑ k ∈ S, E k)

/-- Partition function restricted to an even number of quasiparticles. -/
def Zeven (β : ℝ) (E : ι → ℝ) : ℝ :=
  ∑ S : Finset ι with Even S.card, boltzmann β E S

/-- Partition function restricted to an odd number of quasiparticles. -/
def Zodd (β : ℝ) (E : ι → ℝ) : ℝ :=
  ∑ S : Finset ι with Odd S.card, boltzmann β E S

/-- Weighting each quasiparticle by a factor `c` turns the sum over configurations into a
product over independent modes. -/
theorem prod_modes (β : ℝ) (E : ι → ℝ) (c : ℝ) :
    ∏ k, (1 + c * Real.exp (-β * E k)) = ∑ S : Finset ι, c ^ S.card * boltzmann β E S := by
  classical
  simp_rw [add_comm (1 : ℝ)]
  rw [Finset.prod_add, Finset.powerset_univ]
  refine Finset.sum_congr rfl fun S _ => ?_
  rw [Finset.prod_const_one, mul_one, Finset.prod_mul_distrib, Finset.prod_const,
    boltzmann, Finset.mul_sum, Real.exp_sum]

/-- The difference of the parity sectors is a product over modes in which each
quasiparticle carries a minus sign. -/
theorem Zeven_sub_Zodd (β : ℝ) (E : ι → ℝ) :
    Zeven β E - Zodd β E = ∏ k, (1 - Real.exp (-β * E k)) := by
  have h := prod_modes β E (-1)
  simp only [neg_one_mul, ← sub_eq_add_neg] at h
  rw [h, Zeven, Zodd, Finset.sum_filter, Finset.sum_filter, ← Finset.sum_sub_distrib]
  refine Finset.sum_congr rfl fun S _ => ?_
  rcases Nat.even_or_odd S.card with hS | hS
  · rw [if_pos hS, if_neg (Nat.not_odd_iff_even.2 hS), hS.neg_one_pow]
    ring
  · rw [if_neg (Nat.not_even_iff_odd.2 hS), if_pos hS, hS.neg_one_pow]
    ring

/-- At positive temperature and with all quasiparticle energies positive, the even sector
has the larger partition function. -/
theorem Zodd_lt_Zeven {β : ℝ} (hβ : 0 < β) {E : ι → ℝ} (hE : ∀ k, 0 < E k) :
    Zodd β E < Zeven β E := by
  rw [← sub_pos, Zeven_sub_Zodd]
  refine Finset.prod_pos fun k _ => sub_pos.2 (Real.exp_lt_one ?_)
  have := mul_pos hβ (hE k)
  linarith

end

end ParityProjectedBCS
```

The compiler's answer:

```
Main.lean:54:47: error(lean.unknownIdentifier): Unknown constant `Real.exp_lt_one`
Main.lean:55:2: error: No goals to be solved
```

What went wrong. The first message says that no constant named `Real.exp_lt_one` exists in the Mathlib being used. The proof needs a lemma at that point to reduce `Real.exp (-β * E k) < 1` to the negativity of the exponent.

The second message, "No goals to be solved", follows from the first. Lean reported the unknown name and carried on as if that term had been supplied, so the `?_` inside it never became a goal. Nothing was left to prove when Lean reached the `have` on the next line.

The repair uses `Real.exp_lt_one_iff`, which states that the exponential of a real number is less than 1 exactly when that number is negative. Since this is an equivalence, `.2` is added to select the direction from a negative exponent to an exponential below 1. The `?_` now yields the goal `-β * E k < 0`, which the two unchanged final lines prove from the positivity of `β * E k`. This one change cures both errors.

This version goes through:

```diff
@@ -52,5 +52,5 @@
     Zodd β E < Zeven β E := by
   rw [← sub_pos, Zeven_sub_Zodd]
-  refine Finset.prod_pos fun k _ => sub_pos.2 (Real.exp_lt_one ?_)
+  refine Finset.prod_pos fun k _ => sub_pos.2 (Real.exp_lt_one_iff.2 ?_)
   have := mul_pos hβ (hE k)
   linarith
```
